# Tunnelling through a rectangular barrier: transmission falls strictly with width, and its opaque limit is exponential

A particle meets a rectangular barrier higher than its energy, and we ask how the chance of passing depends on the barrier's width. We model the process by a stationary state with a unit incoming wave, not by a moving wave packet, and take the transmission probability to be the squared modulus of the transmitted amplitude.

## Waves and matching conditions

Let the particle have mass \(m\) and energy \(\mathcal E\), and let the barrier have height \(V_0>\mathcal E>0\) and occupy \(0\le x\le a\). Set

\[
k=\frac{\sqrt{2m\mathcal E}}{\hbar},\qquad \kappa=\frac{\sqrt{2m(V_0-\mathcal E)}}{\hbar}.
\]

The wave function is

\[
\psi(x)=\begin{cases} e^{ikx}+r\,e^{-ikx}, & x<0,\\ A\,e^{\kappa x}+B\,e^{-\kappa x}, & 0<x<a,\\ t\,e^{ikx}, & x>a.\end{cases}
\]

At a finite jump of the potential \(\psi''\) stays bounded, so \(\psi\) and \(\psi'\) are continuous at both edges. These four conditions are the postulate from which the transmission formula follows.

## What is stated

For \(k,\kappa>0\) define

\[
T(a)=\frac{1}{1+\dfrac{(k^2+\kappa^2)^2\sinh^2(\kappa a)}{4k^2\kappa^2}} .
\]

The theorem `opaque_barrier` says that \(T\) is strictly decreasing on \(a\ge 0\) (`StrictAntiOn (T k κ) (Set.Ici 0)`) and that

\[
T(a)\,e^{2\kappa a}\to\frac{16k^2\kappa^2}{(k^2+\kappa^2)^2}\qquad(a\to\infty).
\]

In terms of the energies the limit is \(16\,\mathcal E(V_0-\mathcal E)/V_0^2\).

Two further theorems tie `T` to the waves. `exists_scatteringState` provides a scattering state at every width, and `transmission_probability` says that every such state has \(|t|^2=T(a)\). Finally, `widening_ratio` says that \(T(a+d)/T(a)\to e^{-2\kappa d}\) for each fixed real \(d\).

In Lean, `wave c α β` is \(\alpha e^{cx}+\beta e^{-cx}\), with \(c=ik\) outside the barrier and \(c=\kappa\) inside. The predicate `IsScatteringState k κ a r A B t` consists of the four matching conditions. The amplitude \(t\) multiplies \(e^{ikx}\), not \(e^{ik(x-a)}\); the two conventions differ by a phase only.

The numbers \(k\) and \(\kappa\) enter as independent positive reals. The case \(\mathcal E=V_0\), where the inner solution is linear in \(x\), is therefore excluded. The step left to physics is to read \(|t|^2\) as the transmitted fraction of particles: this uses the probability current, and holds because the wave number is the same on both sides.

The exponential sensitivity to width is what makes a tunnelling current a sensitive measure of a gap, as in scanning tunnelling microscopy; here it is obtained for one non-interacting particle in one dimension and a flat-topped barrier.

## From matching to the transmission formula

Write \(s=t\,e^{ika}\). The matching conditions are

\[
1+r=A+B,\qquad ik(1-r)=\kappa(A-B),
\]
\[
Ae^{\kappa a}+Be^{-\kappa a}=s,\qquad \kappa(Ae^{\kappa a}-Be^{-\kappa a})=ik\,s .
\]

The right edge gives the inner amplitudes:

\[
2\kappa A=(\kappa+ik)\,s\,e^{-\kappa a},\qquad 2\kappa B=(\kappa-ik)\,s\,e^{\kappa a}.
\]

At the left edge, \(ik\) times the first equation plus the second removes \(r\):

\[
2ik=(\kappa+ik)A-(\kappa-ik)B .
\]

Multiplying by \(2\kappa\) and inserting \(A\) and \(B\) gives

\[
sD=4ik\kappa,\qquad D=(\kappa+ik)^2e^{-\kappa a}-(\kappa-ik)^2e^{\kappa a}.
\]

Since \((\kappa\pm ik)^2=\kappa^2-k^2\pm 2ik\kappa\),

\[
D=-2(\kappa^2-k^2)\sinh(\kappa a)+4ik\kappa\cosh(\kappa a).
\]

With \(\cosh^2=1+\sinh^2\) and \((\kappa^2-k^2)^2+4k^2\kappa^2=(k^2+\kappa^2)^2\),

\[
|D|^2=16k^2\kappa^2+4(k^2+\kappa^2)^2\sinh^2(\kappa a)>0 .
\]

So \(D\neq0\), and the equations can be solved. Because \(|s|=|t|\), we get \(|t|^2=16k^2\kappa^2/|D|^2=T(a)\).

## Dependence on the width

On \(a\ge0\) the function \(\sinh(\kappa a)\) is nonnegative and strictly increasing, and so is its square. The denominator of \(T\) grows strictly, so \(T\) falls strictly.

For the limit put \(q=e^{-2\kappa a}\). Then \(\sinh^2(\kappa a)=e^{2\kappa a}(1-q)^2/4\), and

\[
T(a)e^{2\kappa a}=\frac{16k^2\kappa^2}{16k^2\kappa^2\,q+(k^2+\kappa^2)^2(1-q)^2}.
\]

Letting \(q\to0\) gives the stated value. For the widened barrier,

\[
\frac{T(a+d)}{T(a)}=\frac{T(a+d)e^{2\kappa(a+d)}}{T(a)e^{2\kappa a}}\,e^{-2\kappa d}\to e^{-2\kappa d},
\]

because numerator and denominator of the fraction on the right have the same nonzero limit.

## Zero width, and half the barrier height

At \(a=0\) we have \(D=4ik\kappa\), hence \(t=1\), \(r=0\) and \(T=1\): there is no barrier.

For \(\mathcal E=V_0/2\), in units with \(k=\kappa=1\), the formula becomes \(T(a)=1/\cosh^2 a\), and the limit constant is \(4\). At \(e^a=10\), \(\cosh a=5.05\), so \(T\approx0.0392\) and \(T e^{2a}\approx3.92\). Widening by \(d=\ln2\) gives \(\cosh(a+d)=10.025\) and \(T\approx0.00995\). The ratio is about \(0.254\), close to \(e^{-2d}=0.25\).

## The Lean file

```lean
import Mathlib

open Filter Topology

namespace OpaqueBarrier

noncomputable section

/-- The superposition `α e^{cx} + β e^{-cx}` of two exponential waves on the line. -/
def wave (c α β : ℂ) (x : ℝ) : ℂ :=
  α * Complex.exp (c * x) + β * Complex.exp (-(c * x))

/-- For `k, κ > 0` and `a ≥ 0`: a wave of unit amplitude comes from the left onto a barrier between
`0` and `a`, with reflected amplitude `r`, inner amplitudes `A`, `B` and transmitted amplitude `t`;
the wave function and its derivative match at both edges. -/
def IsScatteringState (k κ a : ℝ) (r A B t : ℂ) : Prop :=
  wave (Complex.I * k) 1 r 0 = wave κ A B 0 ∧
  deriv (wave (Complex.I * k) 1 r) 0 = deriv (wave κ A B) 0 ∧
  wave κ A B a = wave (Complex.I * k) t 0 a ∧
  deriv (wave κ A B) a = deriv (wave (Complex.I * k) t 0) a

/-- The denominator `(κ + ik)² e^{-κa} - (κ - ik)² e^{κa}` of the transmitted amplitude. -/
def denom (k κ a : ℝ) : ℂ :=
  (κ + Complex.I * k) ^ 2 * Complex.exp (-((κ : ℂ) * a))
    - (κ - Complex.I * k) ^ 2 * Complex.exp ((κ : ℂ) * a)

/-- The barrier transmission formula as a function of the width `a`, for nonzero `k` and `κ`. -/
def T (k κ a : ℝ) : ℝ :=
  1 / (1 + (k ^ 2 + κ ^ 2) ^ 2 * Real.sinh (κ * a) ^ 2 / (4 * k ^ 2 * κ ^ 2))

/-- Differentiating a wave multiplies it by `c` and flips the sign of the second amplitude. -/
theorem hasDerivAt_wave (c α β : ℂ) (x : ℝ) :
    HasDerivAt (wave c α β) (c * wave c α (-β) x) x := by
  have h : HasDerivAt (fun y : ℝ => c * (y : ℂ)) c x :=
    ((hasDerivAt_id x).ofReal_comp.const_mul c).congr_deriv (by simp)
  have h2 := (h.cexp.const_mul α).fun_add (h.fun_neg.cexp.const_mul β)
  exact h2.congr_deriv (by simp only [wave]; ring)

/-- Each wave solves `ψ'' = c² ψ`, which for real `c²` is the stationary Schrödinger equation of a
region with constant potential. -/
theorem wave_schrodinger (c α β : ℂ) (x : ℝ) :
    deriv (deriv (wave c α β)) x = c ^ 2 * wave c α β x := by
  have e : deriv (wave c α β) = fun y => c * wave c α (-β) y :=
    funext fun y => (hasDerivAt_wave c α β y).deriv
  rw [e, ((hasDerivAt_wave c α (-β) x).const_mul c).deriv, neg_neg]
  ring

/-- The matching conditions at the two edges are four linear equations for the amplitudes. -/
theorem matching_iff (k κ a : ℝ) (r A B t : ℂ) :
    IsScatteringState k κ a r A B t ↔
      1 + r = A + B ∧
      Complex.I * k * (1 - r) = κ * (A - B) ∧
      A * Complex.exp ((κ : ℂ) * a) + B * Complex.exp (-((κ : ℂ) * a))
        = t * Complex.exp (Complex.I * k * a) ∧
      κ * (A * Complex.exp ((κ : ℂ) * a) - B * Complex.exp (-((κ : ℂ) * a)))
        = Complex.I * k * (t * Complex.exp (Complex.I * k * a)) := by
  have d : ∀ (c α β : ℂ) (x : ℝ), deriv (wave c α β) x = c * wave c α (-β) x :=
    fun c α β x => (hasDerivAt_wave c α β x).deriv
  unfold IsScatteringState
  simp only [d]
  simp only [wave, Complex.ofReal_zero, mul_zero, neg_zero, Complex.exp_zero]
  constructor
  · rintro ⟨h1, h2, h3, h4⟩
    exact ⟨by linear_combination h1, by linear_combination h2,
      by linear_combination h3, by linear_combination h4⟩
  · rintro ⟨h1, h2, h3, h4⟩
    exact ⟨by linear_combination h1, by linear_combination h2,
      by linear_combination h3, by linear_combination h4⟩

/-- In every scattering state the transmitted amplitude obeys one equation: `t e^{ika}` times the
denominator equals `4ikκ`. -/
theorem transmitted_amplitude {k κ a : ℝ} {r A B t : ℂ}
    (h : IsScatteringState k κ a r A B t) :
    t * Complex.exp (Complex.I * k * a) * denom k κ a = 4 * Complex.I * k * κ := by
  obtain ⟨h1, h2, h3, h4⟩ := (matching_iff k κ a r A B t).1 h
  have hE : Complex.exp ((κ : ℂ) * a) * Complex.exp (-((κ : ℂ) * a)) = 1 := by
    rw [← Complex.exp_add, add_neg_cancel, Complex.exp_zero]
  -- the right edge gives the inner amplitudes in terms of `t`
  have hA : 2 * κ * A = (κ + Complex.I * k) * (t * Complex.exp (Complex.I * k * a))
      * Complex.exp (-((κ : ℂ) * a)) := by
    linear_combination Complex.exp (-((κ : ℂ) * a)) * (κ * h3 + h4) - 2 * κ * A * hE
  have hB : 2 * κ * B = (κ - Complex.I * k) * (t * Complex.exp (Complex.I * k * a))
      * Complex.exp ((κ : ℂ) * a) := by
    linear_combination Complex.exp ((κ : ℂ) * a) * (κ * h3 - h4) - 2 * κ * B * hE
  -- the left edge ties them to the incoming wave
  unfold denom
  linear_combination -(κ + Complex.I * k) * hA + (κ - Complex.I * k) * hB
    + 2 * κ * (-(Complex.I * k) * h1 - h2)

/-- The squared modulus of the denominator is `16k²κ² + 4(k² + κ²)² sinh²(κa)`. -/
theorem normSq_denom (k κ a : ℝ) :
    Complex.normSq (denom k κ a)
      = 16 * k ^ 2 * κ ^ 2 + 4 * (k ^ 2 + κ ^ 2) ^ 2 * Real.sinh (κ * a) ^ 2 := by
  have h1 : Complex.exp ((κ : ℂ) * a) = (Real.exp (κ * a) : ℝ) := by
    rw [Complex.ofReal_exp, Complex.ofReal_mul]
  have h2 : Complex.exp (-((κ : ℂ) * a)) = (Real.exp (-(κ * a)) : ℝ) := by
    rw [Complex.ofReal_exp, Complex.ofReal_neg, Complex.ofReal_mul]
  have hE : Real.exp (κ * a) * Real.exp (-(κ * a)) = 1 := by
    rw [← Real.exp_add, add_neg_cancel, Real.exp_zero]
  rw [Real.sinh_eq, denom, h1, h2]
  generalize Real.exp (κ * a) = E at *
  generalize Real.exp (-(κ * a)) = F at *
  -- split into real and imaginary parts
  have hD : ((κ : ℂ) + Complex.I * k) ^ 2 * (F : ℂ) - (κ - Complex.I * k) ^ 2 * (E : ℂ)
      = (((κ ^ 2 - k ^ 2) * (F - E) : ℝ) : ℂ)
        + ((2 * k * κ * (F + E) : ℝ) : ℂ) * Complex.I := by
    push_cast
    linear_combination ((k : ℂ) ^ 2 * (F - E)) * Complex.I_sq
  rw [hD, Complex.normSq_add_mul_I]
  linear_combination 16 * k ^ 2 * κ ^ 2 * hE

/-- For positive `k` and `κ` a scattering state exists at every width `a`. -/
theorem exists_scatteringState {k κ : ℝ} (hk : 0 < k) (hκ : 0 < κ) (a : ℝ) :
    ∃ r A B t : ℂ, IsScatteringState k κ a r A B t := by
  have hD : denom k κ a ≠ 0 := by
    intro h0
    have h := normSq_denom k κ a
    rw [h0, map_zero] at h
    have : 0 < 16 * k ^ 2 * κ ^ 2
        + 4 * (k ^ 2 + κ ^ 2) ^ 2 * Real.sinh (κ * a) ^ 2 := by positivity
    linarith
  have hκ2 : (2 * κ : ℂ) ≠ 0 :=
    mul_ne_zero two_ne_zero (Complex.ofReal_ne_zero.2 hκ.ne')
  have hE : Complex.exp ((κ : ℂ) * a) * Complex.exp (-((κ : ℂ) * a)) = 1 := by
    rw [← Complex.exp_add, add_neg_cancel, Complex.exp_zero]
  obtain ⟨s, hs⟩ : ∃ s : ℂ, s * denom k κ a = 4 * Complex.I * k * κ :=
    ⟨_, div_mul_cancel₀ _ hD⟩
  obtain ⟨t, ht⟩ : ∃ t : ℂ, t * Complex.exp (Complex.I * k * a) = s :=
    ⟨_, div_mul_cancel₀ _ (Complex.exp_ne_zero _)⟩
  obtain ⟨A, hA⟩ : ∃ A : ℂ, A * (2 * κ)
      = (κ + Complex.I * k) * s * Complex.exp (-((κ : ℂ) * a)) :=
    ⟨_, div_mul_cancel₀ _ hκ2⟩
  obtain ⟨B, hB⟩ : ∃ B : ℂ, B * (2 * κ)
      = (κ - Complex.I * k) * s * Complex.exp ((κ : ℂ) * a) :=
    ⟨_, div_mul_cancel₀ _ hκ2⟩
  unfold denom at hs
  refine ⟨A + B - 1, A, B, t, (matching_iff _ _ _ _ _ _ _).2 ⟨by ring, ?_, ?_, ?_⟩⟩
  · apply mul_left_cancel₀ hκ2
    linear_combination -hs - (κ + Complex.I * k) * hA + (κ - Complex.I * k) * hB
  · apply mul_left_cancel₀ hκ2
    linear_combination Complex.exp ((κ : ℂ) * a) * hA
      + Complex.exp (-((κ : ℂ) * a)) * hB + 2 * κ * s * hE - 2 * κ * ht
  · apply mul_left_cancel₀ hκ2
    linear_combination κ * (Complex.exp ((κ : ℂ) * a) * hA
      - Complex.exp (-((κ : ℂ) * a)) * hB)
      + 2 * κ * Complex.I * k * s * hE - 2 * κ * Complex.I * k * ht

/-- For positive `k` and `κ` the transmission formula is a single fraction. -/
theorem T_eq {k κ : ℝ} (hk : 0 < k) (hκ : 0 < κ) (a : ℝ) :
    T k κ a = 4 * k ^ 2 * κ ^ 2
      / (4 * k ^ 2 * κ ^ 2 + (k ^ 2 + κ ^ 2) ^ 2 * Real.sinh (κ * a) ^ 2) := by
  have hM : 4 * k ^ 2 * κ ^ 2 ≠ 0 := by positivity
  have h : 1 + (k ^ 2 + κ ^ 2) ^ 2 * Real.sinh (κ * a) ^ 2 / (4 * k ^ 2 * κ ^ 2)
      = (4 * k ^ 2 * κ ^ 2 + (k ^ 2 + κ ^ 2) ^ 2 * Real.sinh (κ * a) ^ 2)
        / (4 * k ^ 2 * κ ^ 2) := by
    rw [add_div, div_self hM]
  rw [T, h, one_div_div]

/-- For positive `k` and `κ` the transmission probability `|t|²` of a scattering state
is `T(a)`. -/
theorem transmission_probability {k κ a : ℝ} (hk : 0 < k) (hκ : 0 < κ) {r A B t : ℂ}
    (h : IsScatteringState k κ a r A B t) : ‖t‖ ^ 2 = T k κ a := by
  have he : Complex.normSq (Complex.exp (Complex.I * k * a)) = 1 := by
    rw [Complex.normSq_eq_norm_sq,
      show Complex.I * k * a = ((k * a : ℝ) : ℂ) * Complex.I by push_cast; ring,
      Complex.norm_exp_ofReal_mul_I, one_pow]
  have hn : Complex.normSq (4 * Complex.I * k * κ) = 16 * k ^ 2 * κ ^ 2 := by
    rw [show 4 * Complex.I * k * κ
        = ((0 : ℝ) : ℂ) + ((4 * k * κ : ℝ) : ℂ) * Complex.I by push_cast; ring,
      Complex.normSq_add_mul_I]
    ring
  have hm := congrArg Complex.normSq (transmitted_amplitude h)
  rw [Complex.normSq_mul, Complex.normSq_mul, he, hn, normSq_denom] at hm
  rw [← Complex.normSq_eq_norm_sq, T_eq hk hκ, eq_div_iff (by positivity)]
  linear_combination hm / 4

/-- Opaque barrier: for positive `k` and `κ` the transmission strictly decreases with the
width `a ≥ 0`, and `T(a) e^{2κa}` tends to `16k²κ²/(k² + κ²)²` as `a` grows. -/
theorem opaque_barrier {k κ : ℝ} (hk : 0 < k) (hκ : 0 < κ) :
    StrictAntiOn (T k κ) (Set.Ici 0) ∧
    Tendsto (fun a => T k κ a * Real.exp (2 * κ * a)) atTop
      (𝓝 (16 * k ^ 2 * κ ^ 2 / (k ^ 2 + κ ^ 2) ^ 2)) := by
  constructor
  · intro a ha b _ hab
    have h0 : 0 ≤ Real.sinh (κ * a) :=
      Real.sinh_nonneg_iff.2 (mul_nonneg hκ.le ha)
    have h1 : Real.sinh (κ * a) < Real.sinh (κ * b) :=
      Real.sinh_lt_sinh.2 (mul_lt_mul_of_pos_left hab hκ)
    have h2 : Real.sinh (κ * a) ^ 2 < Real.sinh (κ * b) ^ 2 := by nlinarith
    have h3 := div_lt_div_of_pos_right
      (mul_lt_mul_of_pos_left h2 (show 0 < (k ^ 2 + κ ^ 2) ^ 2 by positivity))
      (show 0 < 4 * k ^ 2 * κ ^ 2 by positivity)
    unfold T
    exact one_div_lt_one_div_of_lt (by positivity) (by linarith)
  · -- everything is expressed through the small quantity `e^{-2κa}`
    have hq : Tendsto (fun a : ℝ => Real.exp (-(2 * κ * a))) atTop (𝓝 0) :=
      Real.tendsto_exp_neg_atTop_nhds_zero.comp
        (tendsto_id.const_mul_atTop (show 0 < 2 * κ by positivity))
    have hden := (hq.const_mul (16 * k ^ 2 * κ ^ 2)).add
      (((hq.const_sub 1).pow 2).const_mul ((k ^ 2 + κ ^ 2) ^ 2))
    rw [show 16 * k ^ 2 * κ ^ 2 * 0 + (k ^ 2 + κ ^ 2) ^ 2 * (1 - 0) ^ 2
      = (k ^ 2 + κ ^ 2) ^ 2 by ring] at hden
    have hlim := (tendsto_const_nhds (x := 16 * k ^ 2 * κ ^ 2)).div hden (by positivity)
    refine hlim.congr fun a => ?_
    change 16 * k ^ 2 * κ ^ 2 / (16 * k ^ 2 * κ ^ 2 * Real.exp (-(2 * κ * a))
      + (k ^ 2 + κ ^ 2) ^ 2 * (1 - Real.exp (-(2 * κ * a))) ^ 2)
      = T k κ a * Real.exp (2 * κ * a)
    have hE : Real.exp (κ * a) * Real.exp (-(κ * a)) = 1 := by
      rw [← Real.exp_add, add_neg_cancel, Real.exp_zero]
    have e1 : Real.exp (2 * κ * a) = Real.exp (κ * a) ^ 2 := by
      rw [sq, ← Real.exp_add]
      congr 1
      ring
    have e2 : Real.exp (-(2 * κ * a)) = Real.exp (-(κ * a)) ^ 2 := by
      rw [sq, ← Real.exp_add]
      congr 1
      ring
    rw [T_eq hk hκ, Real.sinh_eq, e1, e2, div_mul_eq_mul_div,
      div_eq_div_iff (by positivity) (by positivity)]
    generalize Real.exp (κ * a) = E at *
    generalize Real.exp (-(κ * a)) = F at *
    linear_combination -(4 * k ^ 2 * κ ^ 2) * (16 * k ^ 2 * κ ^ 2 * (E * F + 1)
      - (k ^ 2 + κ ^ 2) ^ 2 * F * (2 * E - (E * F + 1) * F)) * hE

/-- For positive `k` and `κ`, widening the barrier by `d` changes the transmission by a
factor that tends to `e^{-2κd}` as the original width grows. -/
theorem widening_ratio {k κ : ℝ} (hk : 0 < k) (hκ : 0 < κ) (d : ℝ) :
    Tendsto (fun a => T k κ (a + d) / T k κ a) atTop (𝓝 (Real.exp (-(2 * κ * d)))) := by
  have hC : 16 * k ^ 2 * κ ^ 2 / (k ^ 2 + κ ^ 2) ^ 2 ≠ 0 := by positivity
  have h := (opaque_barrier hk hκ).2
  have h' := h.comp (tendsto_atTop_add_const_right atTop d tendsto_id)
  have hr := (h'.div h hC).mul_const (Real.exp (-(2 * κ * d)))
  rw [div_self hC, one_mul] at hr
  refine hr.congr fun a => ?_
  change T k κ (a + d) * Real.exp (2 * κ * (a + d)) / (T k κ a * Real.exp (2 * κ * a))
    * Real.exp (-(2 * κ * d)) = T k κ (a + d) / T k κ a
  have hT : T k κ a ≠ 0 := by
    rw [T_eq hk hκ]
    positivity
  rw [mul_add, Real.exp_add, Real.exp_neg]
  field_simp

end

end OpaqueBarrier
```

```lean
#print axioms OpaqueBarrier.exists_scatteringState
#print axioms OpaqueBarrier.transmission_probability
#print axioms OpaqueBarrier.opaque_barrier
#print axioms OpaqueBarrier.widening_ratio
```

```
'OpaqueBarrier.exists_scatteringState' depends on axioms: [propext, Classical.choice, Quot.sound]
'OpaqueBarrier.transmission_probability' depends on axioms: [propext, Classical.choice, Quot.sound]
'OpaqueBarrier.opaque_barrier' depends on axioms: [propext, Classical.choice, Quot.sound]
'OpaqueBarrier.widening_ratio' depends on axioms: [propext, Classical.choice, Quot.sound]
```

## How the lemmas carry the argument

`hasDerivAt_wave` differentiates a wave, and `wave_schrodinger` applies it twice to get \(\psi''=c^2\psi\). `matching_iff` uses the same derivative to turn the edge conditions into the four linear equations.

In `transmitted_amplitude`, `hA` and `hB` are the inner amplitudes from the right edge. The last `linear_combination` inserts them into the left-edge relation; its coefficients are the multipliers of the elimination above.

`normSq_denom` replaces the two real exponentials by letters `E` and `F`, where `E` is \(e^{\kappa a}\) and not an energy. It splits \(D\) into real and imaginary parts, and uses \(EF=1\) where the derivation used \(\cosh^2=1+\sinh^2\).

`exists_scatteringState` deduces \(D\ne0\) from the positive squared modulus. It then solves for \(s\), \(t\), \(A\) and \(B\), sets \(r=A+B-1\), and checks the three remaining equations after multiplication by \(2\kappa\).

`T_eq` clears the nested fraction. `transmission_probability` takes squared moduli in \(sD=4ik\kappa\), with \(|e^{ika}|=1\).

In `opaque_barrier`, the first half passes from `Real.sinh_lt_sinh` to the squares by `nlinarith`, and then to the reciprocals. In the second half, `hq` is \(q\to0\), `hden` is the limit of the denominator, and `hlim.congr` reduces the claim to the identity in \(q\). `widening_ratio` divides the shifted limit by the original one, with `hC` recording that the constant is nonzero.
